# Circular conductivities, cutoff splitting and the wavelength-squared limit of Faraday rotation in the Drude model

The polarisation direction of linearly polarised light is known only up to half turns, so a Faraday rotation measured at a single wavelength can leave the magnetic field ambiguous. Measurements at several wavelengths can reduce the ambiguity if one knows how the angle varies with wavelength. For a uniform gas of classical, non-interacting electrons without collisions or thermal motion, and light travelling along the field, the angle per length divided by the squared wavelength has a finite limit at short wavelengths. That limit can test a magneto-optical simulation of this same idealised gas.

In Lean 4 with Mathlib:

```lean
import Mathlib

open Matrix Filter Topology

namespace MagnetoOpticalDrude

noncomputable section
```

## Electrons driven across a magnetic field

Take fields varying as $e^{-iwt}$, a static field $B$ along $z$, electron charge $-e$, mass $m$, density $n$ and collision rate $g$. In the $xy$ plane, the steady velocity $v$ driven by the electric field $E$ obeys
$$(g-iw)v-w_cJv=-\frac{e}{m}E,\qquad w_c=\frac{eB}{m},$$
where $J$ is the quarter turn $(x,y)\mapsto(-y,x)$.

```lean
/-- The rotation of the plane by a quarter turn. -/
def quarterTurn : Matrix (Fin 2) (Fin 2) ℂ := !![0, -1; 1, 0]
```

The current density $j=-nev$ then satisfies $Mj=\varepsilon_0w_p^2E$, with $M=(g-iw)1-w_cJ$, vacuum permittivity $\varepsilon_0$ and plasma frequency given by $w_p^2=ne^2/(\varepsilon_0m)$. The conductivity is therefore $\varepsilon_0w_p^2M^{-1}$. The file starts from $M$, not from the equation of motion.

```lean
/-- The Drude matrix `(g - i w) 1 - wc J` for collision rate `g`, light frequency `w` and
cyclotron frequency `wc`. -/
def drude (g w wc : ℝ) : Matrix (Fin 2) (Fin 2) ℂ :=
  ((g : ℂ) - Complex.I * w) • (1 : Matrix (Fin 2) (Fin 2) ℂ) - (wc : ℂ) • quarterTurn
```

Since $J(1,\pm i)=\mp i(1,\pm i)$, each circular polarisation sees a single complex rate $g-i(w-s)$, with $s=w_c$ for $(1,i)$ and $s=-w_c$ for $(1,-i)$.

```lean
/-- The complex rate `g - i (w - s)`, with `s` the signed cyclotron frequency. -/
def circularRate (g w s : ℝ) : ℂ := (g : ℂ) - Complex.I * ((w - s : ℝ) : ℂ)
```

Without collisions, a scalar conductivity $\sigma$ gives the dielectric function $1+i\sigma/(\varepsilon_0w)=1-w_p^2/(w(w-s))$. Write $\varepsilon_\pm$ for its values at $s=\pm w_c$.

```lean
/-- The collisionless dielectric function `1 - wp² / (w (w - s))` for signed cyclotron
frequency `s`, meant for `w ≠ 0` and `w ≠ s`. -/
def eps (wp s w : ℝ) : ℝ := 1 - wp ^ 2 / (w * (w - s))
```

For $w_p>0$, its only positive zero will turn out to be the following frequency.

```lean
/-- The frequency `(s + √(s² + 4 wp²)) / 2`. -/
def cutoff (wp s : ℝ) : ℝ := (s + Real.sqrt (s ^ 2 + 4 * wp ^ 2)) / 2
```

The refractive indices are $n_\pm=\sqrt{\varepsilon_\pm}$ and the wave numbers $k_\pm=wn_\pm/c$, with $c$ the speed of light. After a length $z$, light polarised along $x$ has become, up to a common phase, $(\cos\delta,-\sin\delta)$ with $\delta=(k_+-k_-)z/2$. It has turned by $w(n_--n_+)/(2c)$ per unit length. This expression enters as a definition; wave propagation is not derived from Maxwell's equations.

```lean
/-- Faraday rotation angle per unit length, `w (n₋ - n₊) / (2 c)`, meant for `c ≠ 0` and
frequencies `w` off `0` and `±wc` at which both dielectric functions are nonnegative. -/
def rotation (c wp wc w : ℝ) : ℝ :=
  w / (2 * c) * (Real.sqrt (eps wp (-wc) w) - Real.sqrt (eps wp wc w))
```

## One conductivity for each circular polarisation

Applying $M$ gives $M(1,\pm i)=(g-i(w\mp w_c))(1,\pm i)$. The normalised vectors $(1,\pm i)/\sqrt2$ have the same eigenvalues. The proof compares the two components, using $i^2=-1$.

```lean
/-- The two circular polarisations `(1, i)` and `(1, -i)` are eigenvectors of the Drude matrix,
with eigenvalues `g - i (w - wc)` and `g - i (w + wc)`. -/
theorem drude_circular (g w wc : ℝ) :
    drude g w wc *ᵥ ![1, Complex.I] = circularRate g w wc • ![1, Complex.I] ∧
    drude g w wc *ᵥ ![1, -Complex.I] = circularRate g w (-wc) • ![1, -Complex.I] := by
  constructor
  · ext i
    fin_cases i
    · simp [drude, quarterTurn, circularRate, Matrix.mulVec, dotProduct, Fin.sum_univ_two]
      ring
    · simp [drude, quarterTurn, circularRate, Matrix.mulVec, dotProduct, Fin.sum_univ_two]
      linear_combination (-(wc : ℂ)) * Complex.I_sq
  · ext i
    fin_cases i
    · simp [drude, quarterTurn, circularRate, Matrix.mulVec, dotProduct, Fin.sum_univ_two]
      ring
    · simp [drude, quarterTurn, circularRate, Matrix.mulVec, dotProduct, Fin.sum_univ_two]
      linear_combination (-(wc : ℂ)) * Complex.I_sq
```

The determinant is $(g-iw)^2+w_c^2$, which is the product of the two rates.

```lean
/-- The determinant of the Drude matrix is the product of the two circular rates. -/
theorem det_drude (g w wc : ℝ) :
    (drude g w wc).det = circularRate g w wc * circularRate g w (-wc) := by
  simp only [Matrix.det_fin_two, drude, quarterTurn, circularRate, Matrix.sub_apply,
    Matrix.smul_apply, smul_eq_mul]
  simp
  linear_combination ((wc : ℂ) ^ 2) * Complex.I_sq
```

Each rate has real part $g$, so for $g>0$ neither vanishes and $M$ is invertible. If $Mv=av$ with $a\neq0$, applying $M^{-1}$ gives $M^{-1}v=v/a$; this is `key` in the proof. The circular conductivities, in units of $\varepsilon_0w_p^2$, are thus $1/(g-i(w\mp w_c))$.

```lean
/-- With collisions, `g > 0`, the Drude matrix is invertible, and its inverse acts on the two
circular polarisations as the numbers `1 / (g - i (w - wc))` and `1 / (g - i (w + wc))`. -/
theorem circular_conductivities {g : ℝ} (hg : 0 < g) (w wc : ℝ) :
    IsUnit (drude g w wc) ∧
    (drude g w wc)⁻¹ *ᵥ ![1, Complex.I] = (1 / circularRate g w wc) • ![1, Complex.I] ∧
    (drude g w wc)⁻¹ *ᵥ ![1, -Complex.I] =
      (1 / circularRate g w (-wc)) • ![1, -Complex.I] := by
  -- the real part of each rate is the collision rate
  have hne : ∀ s : ℝ, circularRate g w s ≠ 0 := by
    intro s h
    have h' := congrArg Complex.re h
    simp [circularRate] at h'
    exact hg.ne' h'
  have hdet : IsUnit (drude g w wc).det := by
    rw [det_drude]
    exact isUnit_iff_ne_zero.2 (mul_ne_zero (hne _) (hne _))
  -- an eigenvector of a matrix is one of its inverse
  have key : ∀ (a : ℂ) (v : Fin 2 → ℂ), a ≠ 0 → drude g w wc *ᵥ v = a • v →
      (drude g w wc)⁻¹ *ᵥ v = (1 / a) • v := by
    intro a v ha hv
    have h : (drude g w wc)⁻¹ *ᵥ (drude g w wc *ᵥ v) = v := by
      rw [Matrix.mulVec_mulVec, Matrix.nonsing_inv_mul _ hdet, Matrix.one_mulVec]
    rw [hv, Matrix.mulVec_smul] at h
    calc (drude g w wc)⁻¹ *ᵥ v = (1 / a) • (a • ((drude g w wc)⁻¹ *ᵥ v)) := by
          rw [smul_smul, one_div, inv_mul_cancel₀ ha, one_smul]
      _ = (1 / a) • v := by rw [h]
  exact ⟨(Matrix.isUnit_iff_isUnit_det _).2 hdet, key _ _ (hne _) (drude_circular g w wc).1,
    key _ _ (hne _) (drude_circular g w wc).2⟩
```

At fixed $w\neq0,s$ the rate is continuous in $g$ and nonzero at $g=0$, so
$$\frac{iw_p^2}{g-i(w-s)}\to-\frac{w_p^2}{w-s}=w(\varepsilon-1),$$
where $\varepsilon$ is `eps wp s w`. This connects the matrix to the dielectric functions.

```lean
/-- Off resonance and at nonzero frequency, `i wp² / (g - i (w - s))` tends to `w (eps - 1)` as
the collision rate `g` tends to zero from above. -/
theorem collisionless_limit (wp : ℝ) {w s : ℝ} (hw : w ≠ 0) (hs : w ≠ s) :
    Tendsto (fun g : ℝ => Complex.I * (wp : ℂ) ^ 2 * (1 / circularRate g w s)) (𝓝[>] 0)
      (𝓝 ((w * (eps wp s w - 1) : ℝ) : ℂ)) := by
  have hws : w - s ≠ 0 := sub_ne_zero.2 hs
  have hc : ((w - s : ℝ) : ℂ) ≠ 0 := Complex.ofReal_ne_zero.2 hws
  have hden : circularRate 0 w s ≠ 0 := by
    simp only [circularRate, Complex.ofReal_zero, zero_sub]
    exact neg_ne_zero.2 (mul_ne_zero Complex.I_ne_zero hc)
  have hcont : ContinuousAt (fun g : ℝ => circularRate g w s) 0 := by
    unfold circularRate
    fun_prop
  have hlim : ContinuousAt
      (fun g : ℝ => Complex.I * (wp : ℂ) ^ 2 * (1 / circularRate g w s)) 0 :=
    continuousAt_const.mul (continuousAt_const.div hcont hden)
  have hreal : w * (eps wp s w - 1) * (w - s) = -wp ^ 2 := by
    have h : wp ^ 2 / (w * (w - s)) * (w * (w - s)) = wp ^ 2 :=
      div_mul_cancel₀ _ (mul_ne_zero hw hws)
    unfold eps
    linear_combination -h
  have hcast : ((w * (eps wp s w - 1) : ℝ) : ℂ) * ((w - s : ℝ) : ℂ) = -(wp : ℂ) ^ 2 := by
    exact_mod_cast hreal
  have hval : Complex.I * (wp : ℂ) ^ 2 * (1 / circularRate 0 w s) =
      ((w * (eps wp s w - 1) : ℝ) : ℂ) := by
    rw [mul_one_div, div_eq_iff hden]
    simp only [circularRate, Complex.ofReal_zero, zero_sub]
    linear_combination Complex.I * hcast
  rw [← hval]
  exact hlim.tendsto.mono_left nhdsWithin_le_nhds
```

## Cutoffs one cyclotron frequency apart

Off resonance, $\varepsilon=0$ means $w(w-s)=w_p^2$. With $r=\sqrt{s^2+4w_p^2}$ this factorises as
$$(2w-s-r)(2w-s+r)=0.$$
For $w_p>0$ we have $r>|s|$, so the second factor is positive when $w>0$, leaving $w=(s+r)/2$. Conversely, this value is positive, differs from $s$ and solves the equation. The equivalence below states existence and uniqueness together, for every real $s$.

```lean
/-- For `wp > 0` the dielectric function has exactly one positive zero off the resonance `w = s`,
namely the cutoff frequency. -/
theorem zero_iff_cutoff {wp : ℝ} (hp : 0 < wp) (s w : ℝ) :
    (0 < w ∧ w ≠ s ∧ eps wp s w = 0) ↔ w = cutoff wp s := by
  unfold cutoff eps
  have hr0 := Real.sqrt_nonneg (s ^ 2 + 4 * wp ^ 2)
  have hr := Real.sq_sqrt (by positivity : 0 ≤ s ^ 2 + 4 * wp ^ 2)
  generalize Real.sqrt (s ^ 2 + 4 * wp ^ 2) = r at hr0 hr ⊢
  have hp2 : 0 < wp ^ 2 := by positivity
  have h1 : s < r := by nlinarith
  have h2 : -s < r := by nlinarith
  constructor
  · rintro ⟨hw, hs, h⟩
    have hne : w * (w - s) ≠ 0 := mul_ne_zero hw.ne' (sub_ne_zero.2 hs)
    have h3 : wp ^ 2 / (w * (w - s)) = 1 := by linarith
    rw [div_eq_iff hne, one_mul] at h3
    -- the quadratic factorises, and its second factor is positive
    have h4 : (2 * w - s - r) * (2 * w - s + r) = 0 := by
      linear_combination -hr - 4 * h3
    rcases mul_eq_zero.1 h4 with h5 | h5 <;> linarith
  · intro h
    have h3 : w * (w - s) = wp ^ 2 := by
      rw [h]
      linear_combination hr / 4
    refine ⟨by linarith, fun h4 => by linarith, ?_⟩
    rw [h3, div_self hp2.ne', sub_self]
```

Changing the sign of $s$ leaves $r$ alone, so the two cutoffs differ by $(w_c+r)/2-(-w_c+r)/2=w_c$.

```lean
/-- The value of `cutoff wp` at `wc` minus its value at `-wc` is exactly `wc`. -/
theorem cutoff_splitting (wp wc : ℝ) : cutoff wp wc - cutoff wp (-wc) = wc := by
  unfold cutoff
  rw [neg_sq]
  ring
```

## Rotation at short wavelengths

Multiplying the index difference by the index sum gives
$$w^3(n_--n_+)=\frac{w^3(\varepsilon_--\varepsilon_+)}{n_-+n_+},$$
$$w^3(\varepsilon_--\varepsilon_+)=2w_p^2w_c\left(1+\frac{w_c^2}{w^2-w_c^2}\right).$$
As $w\to\infty$ the numerator tends to $2w_p^2w_c$ and the denominator to $2$. In the proof, `hnum` and `hsqrt` supply these limits, and `filter_upwards` restricts to frequencies above $|w_c|$ where both dielectric functions are positive, so that the square roots can be squared back.

```lean
/-- At high frequency, `w³` times the difference of the two circular refractive indices tends
to `wp² wc`. -/
theorem circular_birefringence (wp wc : ℝ) :
    Tendsto (fun w : ℝ => w ^ 3 * (Real.sqrt (eps wp (-wc) w) - Real.sqrt (eps wp wc w)))
      atTop (𝓝 (wp ^ 2 * wc)) := by
  have hshift : ∀ s : ℝ, Tendsto (fun w : ℝ => w - s) atTop atTop := fun s => by
    simpa only [sub_eq_add_neg, id] using tendsto_atTop_add_const_right atTop (-s) tendsto_id
  have heps : ∀ s : ℝ, Tendsto (eps wp s) atTop (𝓝 1) := fun s => by
    have h := (tendsto_id.atTop_mul_atTop₀ (hshift s)).const_div_atTop (wp ^ 2)
    have h' := h.const_sub 1
    rw [sub_zero] at h'
    exact h'
  have hsqrt : ∀ s : ℝ, Tendsto (fun w => Real.sqrt (eps wp s w)) atTop (𝓝 1) := fun s => by
    simpa using (heps s).sqrt
  have hnum := ((((hshift wc).atTop_mul_atTop₀ (hshift (-wc))).const_div_atTop
    (wc ^ 2)).const_add 1).const_mul (2 * wp ^ 2 * wc)
  have hlim := hnum.div ((hsqrt (-wc)).add (hsqrt wc)) (by norm_num)
  have hval : wp ^ 2 * wc = 2 * wp ^ 2 * wc * (1 + 0) / (1 + 1) := by ring
  rw [hval]
  refine hlim.congr' ?_
  filter_upwards [eventually_gt_atTop |wc|, (heps wc).eventually (eventually_gt_nhds one_pos),
    (heps (-wc)).eventually (eventually_gt_nhds one_pos)] with w hw hplus hminus
  have hw0 : w ≠ 0 := ((abs_nonneg wc).trans_lt hw).ne'
  have ha : w - wc ≠ 0 := (by linarith [le_abs_self wc] : 0 < w - wc).ne'
  have hb : w - -wc ≠ 0 := (by linarith [neg_abs_le wc] : 0 < w - -wc).ne'
  have hA := Real.sq_sqrt hminus.le
  have hB := Real.sq_sqrt hplus.le
  have hsum := add_pos (Real.sqrt_pos.2 hminus) (Real.sqrt_pos.2 hplus)
  have hX : w ^ 3 * (eps wp (-wc) w - eps wp wc w) =
      2 * wp ^ 2 * wc * (1 + wc ^ 2 / ((w - wc) * (w - -wc))) := by
    unfold eps
    field_simp
    ring
  -- multiply the difference of the indices by their sum
  simp only [Pi.div_apply]
  rw [div_eq_iff hsum.ne']
  linear_combination -hX - w ^ 3 * hA + w ^ 3 * hB
```

For vacuum wavelength $l$, put $w=2\pi c/l$. Then $1/l^2=w^2/(4\pi^2c^2)$, and the rotation per length divided by $l^2$ is
$$\frac{w^3(n_--n_+)}{8\pi^2c^3}\to\frac{w_p^2w_c}{8\pi^2c^3}\qquad(l\to0^+).$$
The proof composes the previous limit with this substitution. Collisions were removed before the wavelength was sent to zero, and the limit carries no error bound at a given wavelength.

```lean
/-- For light of vacuum wavelength `l`, the Faraday rotation per unit length divided by `l²`
tends to `wp² wc / (8 π² c³)` as `l` tends to zero from above. -/
theorem faraday_wavelength_squared {c : ℝ} (hc : 0 < c) (wp wc : ℝ) :
    Tendsto (fun l : ℝ => rotation c wp wc (2 * Real.pi * c / l) / l ^ 2) (𝓝[>] 0)
      (𝓝 (wp ^ 2 * wc / (8 * Real.pi ^ 2 * c ^ 3))) := by
  have hpi := Real.pi_pos
  have hfreq : Tendsto (fun l : ℝ => 2 * Real.pi * c / l) (𝓝[>] 0) atTop := by
    simpa only [div_eq_mul_inv] using
      tendsto_inv_nhdsGT_zero.const_mul_atTop (by positivity : 0 < 2 * Real.pi * c)
  have h := ((circular_birefringence wp wc).comp hfreq).div_const (8 * Real.pi ^ 2 * c ^ 3)
  refine h.congr' ?_
  filter_upwards [self_mem_nhdsWithin] with l hl
  have hl0 : l ≠ 0 := ne_of_gt hl
  simp only [Function.comp_apply, rotation]
  generalize Real.sqrt (eps wp (-wc) (2 * Real.pi * c / l)) -
    Real.sqrt (eps wp wc (2 * Real.pi * c / l)) = d
  field_simp
  ring

end

end MagnetoOpticalDrude
```

```lean
#print axioms MagnetoOpticalDrude.circular_conductivities
#print axioms MagnetoOpticalDrude.zero_iff_cutoff
#print axioms MagnetoOpticalDrude.cutoff_splitting
#print axioms MagnetoOpticalDrude.faraday_wavelength_squared
```

```
'MagnetoOpticalDrude.circular_conductivities' depends on axioms: [propext, Classical.choice, Quot.sound]
'MagnetoOpticalDrude.zero_iff_cutoff' depends on axioms: [propext, Classical.choice, Quot.sound]
'MagnetoOpticalDrude.cutoff_splitting' depends on axioms: [propext, Classical.choice, Quot.sound]
'MagnetoOpticalDrude.faraday_wavelength_squared' depends on axioms: [propext, Classical.choice, Quot.sound]
```
